# Bohr-frequency decomposition of a coupling operator

## Question

When I derive a weak-coupling master equation I split the system's coupling operator $A$ into matrix elements between energy levels and, in the secular approximation, drop products of terms belonging to different transitions. On an equally spaced ladder $|0\rangle, |1\rangle, |2\rangle$ this goes wrong: $|0\rangle\langle 1|$ and $|1\rangle\langle 2|$ rotate at the same frequency, so their cross term does not oscillate, and dropping it removes the transfer of the coherence $\rho_{12}$ of the density matrix $\rho$ into $\rho_{01}$. The cure seems to be grouping by energy gap. For $H = \sum_e e P_e$ with orthogonal projectors $P_e$ summing to the identity, Hermitian $A$ and real $w$, put $A(w) = \sum_{e' - e = w} P_e A P_{e'}$. The claim is that $\sum_w A(w) = A$, $[H, A(w)] = -w A(w)$, $A(w)^\dagger = A(-w)$, and that $A(w)^\dagger A(w)$ commutes with $H$. How can this be stated and proved in Lean 4 with Mathlib?

## Answer

### How the physics is encoded

Operators are elements of a type `𝒜` that is a ring, an algebra over $\mathbb{C}$, and carries an operation `star` that is additive, squares to the identity map and reverses products. Complex matrices and bounded operators on a Hilbert space are examples, with `star` as $\dagger$. Compatibility of `star` with complex scalars is not assumed; the proofs never take the adjoint of a scalar multiple, and $H^\dagger = H$ is neither used nor stated.

A finite type `ι` labels the levels, with indices $k, l$. `IsProjectorResolution P` collects three hypotheses on the family $P_k$: `orth` is $P_k P_l = 0$ for $k \ne l$, `selfadj` is $P_k^\dagger = P_k$, and `complete` is $\sum_k P_k = 1$. The energies $\varepsilon_k$ are real numbers `ε k`, and different labels may share an energy, so the $P_k$ can be whole eigenspace projectors or rank-one projectors on eigenvectors. `hamiltonian ε P` is $H = \sum_k \varepsilon_k P_k$, a case of `spectralSum P f`, which is $\sum_k f_k P_k$ for complex numbers $f_k$.

For a pair `p` $= (k, l)$, `p.1` is $k$, `p.2` is $l$, and `gap ε p` is $\varepsilon_l - \varepsilon_k$. `bohrFreqs ε` is the finite set $\Omega$ of all gaps, each counted once, and `component ε P A w` is
$$A(w) = \sum_{(k,l):\ \varepsilon_l - \varepsilon_k = w} P_k A P_l .$$
It is defined for every real $w$ and is an empty sum, zero, when $w \notin \Omega$. The sign convention makes $A(w)$ take level $l$ to level $k$, so it lowers the energy by $w$. Units have $\hbar = 1$.

The theorem `bohr_decomposition` then reads: for a projector resolution, real levels and $A^\dagger = A$, the sum of $A(w)$ over $\Omega$ is $A$, and for every real $w$ one has $[H, A(w)] = -w A(w)$, $A(w)^\dagger = A(-w)$ and $[H, A(w)^\dagger A(w)] = 0$. With a single level, $\Omega = \{0\}$ and $A(0) = A$.

The spectral form of $H$ is assumed, with finitely many levels. The projectors may have infinite rank, but an untruncated oscillator or a continuous spectrum is not covered. No bath appears: this is the operator algebra that enters the Redfield equation and its secular form, while the Born–Markov and secular approximations themselves are not treated.

### Derivation by hand

1. Idempotency. $P_k = P_k \sum_l P_l = P_k P_k$, since all terms with $l \neq k$ vanish.
2. Spectral sums act as numbers. $\big(\sum_l f_l P_l\big) P_k = f_k P_k P_k = f_k P_k$, and likewise $P_k \sum_l f_l P_l = f_k P_k$. In particular $H P_k = P_k H = \varepsilon_k P_k$.
3. Sum rule. Every pair has exactly one gap, so
$$\sum_{w \in \Omega} A(w) = \sum_{k,l} P_k A P_l = \Big(\sum_k P_k\Big) A \Big(\sum_l P_l\Big) = A .$$
4. Commutator. For one block, $H P_k A P_l - P_k A P_l H = (\varepsilon_k - \varepsilon_l) P_k A P_l$. All blocks in $A(w)$ have $\varepsilon_k - \varepsilon_l = -w$, so $[H, A(w)] = -w A(w)$ for any $A$.
5. Adjoint. $(P_k A P_l)^\dagger = P_l A^\dagger P_k$, and the pair $(l, k)$ has gap $-w$ when $(k, l)$ has gap $w$. Hence $A(w)^\dagger = (A^\dagger)(-w)$, which is $A(-w)$ for Hermitian $A$.
6. Products. Let $B$ be a second operator and $w'$ a second frequency. Steps 4 and 5 give $[H, A(w)^\dagger] = [H, (A^\dagger)(-w)] = +w A(w)^\dagger$. The rule $[H, XY] = [H, X] Y + X [H, Y]$ then yields
$$[H, A(w)^\dagger B(w')] = (w - w')\, A(w)^\dagger B(w'),$$
which vanishes for $w' = w$, in particular for $B = A$.

The file proves two further statements. The first is a converse: $[H, B] = -wB$ holds exactly when $B(w) = B$. Sandwiching the commutator gives $P_k [H, B] P_l = (\varepsilon_k - \varepsilon_l) P_k B P_l$, and the hypothesis makes this $-w P_k B P_l$, so $(\varepsilon_k - \varepsilon_l + w) P_k B P_l = 0$. Blocks with gap different from $w$ therefore vanish, and $B = \sum_{k,l} P_k B P_l$ reduces to $B(w)$. The other direction is step 4. The second concerns $U(t) = \sum_k e^{-i \varepsilon_k t} P_k$ for real time $t$. By step 2, $U(-t) P_k A P_l U(t) = e^{i\varepsilon_k t} e^{-i \varepsilon_l t} P_k A P_l$, and together with the sum rule
$$U(-t)\, A\, U(t) = \sum_{w \in \Omega} e^{-iwt} A(w).$$

### The Lean file

```lean
import Mathlib

open Finset

namespace BohrDecomposition

noncomputable section

variable {ι 𝒜 : Type*} [Fintype ι] [Ring 𝒜] [StarRing 𝒜] [Algebra ℂ 𝒜]

/-- Mutually orthogonal Hermitian operators `P k` that sum to the identity. -/
structure IsProjectorResolution (P : ι → 𝒜) : Prop where
  orth : ∀ k l, k ≠ l → P k * P l = 0
  selfadj : ∀ k, star (P k) = P k
  complete : ∑ k, P k = 1

/-- The commutator `[X, Y] = X Y - Y X`. -/
def comm (X Y : 𝒜) : 𝒜 := X * Y - Y * X

/-- The spectral sum `∑ f_k P_k`. -/
def spectralSum (P : ι → 𝒜) (f : ι → ℂ) : 𝒜 := ∑ k, f k • P k

/-- The Hamiltonian `H = ∑ ε_k P_k` with real levels `ε_k`. -/
def hamiltonian (ε : ι → ℝ) (P : ι → 𝒜) : 𝒜 := spectralSum P fun k => (ε k : ℂ)

/-- The propagator in spectral form, `U(t) = ∑ exp(-i ε_k t) P_k`. -/
def propagator (ε : ι → ℝ) (P : ι → 𝒜) (t : ℝ) : 𝒜 :=
  spectralSum P fun k => Complex.exp (-(Complex.I * (ε k : ℂ) * (t : ℂ)))

/-- The energy gap `ε_l - ε_k` of the pair `(k, l)`. -/
def gap (ε : ι → ℝ) (p : ι × ι) : ℝ := ε p.2 - ε p.1

/-- The Bohr frequencies: the set of all gaps `ε_l - ε_k`. -/
def bohrFreqs (ε : ι → ℝ) : Finset ℝ := univ.image (gap ε)

/-- The component `A(w)`: the sum of `P_k A P_l` over pairs with `ε_l - ε_k = w`. -/
def component (ε : ι → ℝ) (P : ι → 𝒜) (A : 𝒜) (w : ℝ) : 𝒜 :=
  ∑ p ∈ univ.filter (fun p : ι × ι => gap ε p = w), P p.1 * A * P p.2

variable {P : ι → 𝒜}

omit [Algebra ℂ 𝒜] in
/-- Each member of the resolution is idempotent: `P_k P_k = P_k`. -/
theorem proj_mul_self (h : IsProjectorResolution P) (k : ι) : P k * P k = P k := by
  have h1 : P k * ∑ l, P l = P k * P k := by
    rw [Finset.mul_sum]
    exact Finset.sum_eq_single k (fun l _ hl => h.orth k l hl.symm) (by simp)
  rw [← h1, h.complete, mul_one]

/-- A spectral sum `∑ f_l P_l` multiplies `P_k`, from either side, by the number `f_k`. -/
theorem spectralSum_mul_proj (h : IsProjectorResolution P) (f : ι → ℂ) (k : ι) :
    spectralSum P f * P k = f k • P k ∧ P k * spectralSum P f = f k • P k := by
  unfold spectralSum
  constructor
  · rw [Finset.sum_mul, Finset.sum_eq_single k]
    · rw [smul_mul_assoc, proj_mul_self h]
    · intro l _ hl
      rw [smul_mul_assoc, h.orth l k hl, smul_zero]
    · simp
  · rw [Finset.mul_sum, Finset.sum_eq_single k]
    · rw [mul_smul_comm, proj_mul_self h]
    · intro l _ hl
      rw [mul_smul_comm, h.orth k l hl.symm, smul_zero]
    · simp

omit [StarRing 𝒜] [Algebra ℂ 𝒜] in
/-- If the `P_k` sum to the identity, the components `A(w)` summed over the Bohr
frequencies give back `A`. -/
theorem sum_component (hc : ∑ k, P k = 1) (ε : ι → ℝ) (A : 𝒜) :
    ∑ w ∈ bohrFreqs ε, component ε P A w = A := by
  unfold bohrFreqs component
  -- regroup all pairs by their gap, then use completeness on both sides
  rw [Finset.sum_fiberwise_of_maps_to (g := gap ε)
    (fun p hp => Finset.mem_image_of_mem _ hp), Fintype.sum_prod_type]
  simp only [← Finset.mul_sum, ← Finset.sum_mul, hc, one_mul, mul_one]

/-- For any operator `A`, `[H, A(w)] = -w A(w)`. -/
theorem comm_component (h : IsProjectorResolution P) (ε : ι → ℝ) (A : 𝒜) (w : ℝ) :
    comm (hamiltonian ε P) (component ε P A w) = (-(w : ℂ)) • component ε P A w := by
  have hL : ∀ k, hamiltonian ε P * P k = (ε k : ℂ) • P k :=
    fun k => (spectralSum_mul_proj h _ k).1
  have hR : ∀ k, P k * hamiltonian ε P = (ε k : ℂ) • P k :=
    fun k => (spectralSum_mul_proj h _ k).2
  unfold comm component
  rw [Finset.mul_sum, Finset.sum_mul, ← Finset.sum_sub_distrib, Finset.smul_sum]
  refine Finset.sum_congr rfl fun p hp => ?_
  have hw : gap ε p = w := (Finset.mem_filter.1 hp).2
  -- `H` gives `ε_k` on the left of the block and `ε_l` on the right
  have h1 : hamiltonian ε P * (P p.1 * A * P p.2) = (ε p.1 : ℂ) • (P p.1 * A * P p.2) := by
    rw [← mul_assoc, ← mul_assoc, hL, smul_mul_assoc, smul_mul_assoc]
  have h2 : P p.1 * A * P p.2 * hamiltonian ε P = (ε p.2 : ℂ) • (P p.1 * A * P p.2) := by
    rw [mul_assoc (P p.1 * A), hR, mul_smul_comm]
  have h3 : (ε p.1 : ℂ) - (ε p.2 : ℂ) = -(w : ℂ) := by
    rw [← hw]; unfold gap; push_cast; ring
  rw [h1, h2, ← sub_smul, h3]

omit [Algebra ℂ 𝒜] in
/-- For Hermitian `P_k` and any `A`, the adjoint of `A(w)` is the component of `A†`
at frequency `-w`. -/
theorem star_component (hP : ∀ k, star (P k) = P k) (ε : ι → ℝ) (A : 𝒜) (w : ℝ) :
    star (component ε P A w) = component ε P (star A) (-w) := by
  unfold component
  rw [star_sum]
  -- exchange the two indices of each pair
  refine Finset.sum_equiv (Equiv.prodComm ι ι) (fun p => ?_) (fun p _ => ?_)
  · simp only [Finset.mem_filter, Finset.mem_univ, true_and]
    show ε p.2 - ε p.1 = w ↔ ε p.1 - ε p.2 = -w
    constructor <;> intro h <;> linarith
  · simp [star_mul, hP, mul_assoc]

/-- For any `A`, `B`: `[H, A(w)† B(w')] = (w - w') A(w)† B(w')`. -/
theorem comm_star_mul (h : IsProjectorResolution P) (ε : ι → ℝ) (A B : 𝒜) (w w' : ℝ) :
    comm (hamiltonian ε P) (star (component ε P A w) * component ε P B w')
      = ((w : ℂ) - w') • (star (component ε P A w) * component ε P B w') := by
  have h1 := comm_component h ε (star A) (-w)
  rw [← star_component h.selfadj] at h1
  have h2 := comm_component h ε B w'
  -- Leibniz rule for the commutator
  have leibniz : ∀ H X Y : 𝒜, comm H (X * Y) = comm H X * Y + X * comm H Y := by
    intro H X Y; unfold comm; noncomm_ring
  have h3 : -((-w : ℝ) : ℂ) + -(w' : ℂ) = (w : ℂ) - w' := by push_cast; ring
  rw [leibniz, h1, h2, smul_mul_assoc, mul_smul_comm, ← add_smul, h3]

/-- For `H = ∑ ε_k P_k` and Hermitian `A`, the components sum to `A`, and for every `w`:
`[H, A(w)] = -w A(w)`, `A(w)† = A(-w)`, and `A(w)† A(w)` commutes with `H`. -/
theorem bohr_decomposition (h : IsProjectorResolution P) (ε : ι → ℝ) (A : 𝒜)
    (hA : star A = A) :
    ∑ w ∈ bohrFreqs ε, component ε P A w = A ∧ ∀ w : ℝ,
      comm (hamiltonian ε P) (component ε P A w) = (-(w : ℂ)) • component ε P A w ∧
      star (component ε P A w) = component ε P A (-w) ∧
      comm (hamiltonian ε P) (star (component ε P A w) * component ε P A w) = 0 := by
  refine ⟨sum_component h.complete ε A, fun w => ⟨comm_component h ε A w, ?_, ?_⟩⟩
  · rw [star_component h.selfadj, hA]
  · rw [comm_star_mul h, sub_self, zero_smul]

/-- An operator `B` obeys `[H, B] = -w B` exactly when it equals its own component `B(w)`. -/
theorem comm_eq_iff_component (h : IsProjectorResolution P) (ε : ι → ℝ) (B : 𝒜) (w : ℝ) :
    comm (hamiltonian ε P) B = (-(w : ℂ)) • B ↔ component ε P B w = B := by
  constructor
  · intro hB
    have hL : ∀ k, hamiltonian ε P * P k = (ε k : ℂ) • P k :=
      fun k => (spectralSum_mul_proj h _ k).1
    have hR : ∀ k, P k * hamiltonian ε P = (ε k : ℂ) • P k :=
      fun k => (spectralSum_mul_proj h _ k).2
    -- blocks whose gap differs from `w` vanish
    have key : ∀ p : ι × ι, P p.1 * B * P p.2 ≠ 0 → gap ε p = w := by
      intro p hp
      by_contra hg
      have e0 : P p.1 * comm (hamiltonian ε P) B * P p.2
          = P p.1 * hamiltonian ε P * B * P p.2 - P p.1 * B * (hamiltonian ε P * P p.2) := by
        unfold comm; noncomm_ring
      have e1 : P p.1 * comm (hamiltonian ε P) B * P p.2
          = ((ε p.1 : ℂ) - ε p.2) • (P p.1 * B * P p.2) := by
        rw [e0, hR, hL, smul_mul_assoc, smul_mul_assoc, mul_smul_comm, ← sub_smul]
      rw [hB, mul_smul_comm, smul_mul_assoc] at e1
      have e2 : ((ε p.1 : ℂ) - ε p.2 - -(w : ℂ)) • (P p.1 * B * P p.2) = 0 := by
        rw [sub_smul, ← e1, sub_self]
      have hne : (ε p.1 : ℂ) - ε p.2 - -(w : ℂ) ≠ 0 := by
        intro h0
        have hr : ε p.1 - ε p.2 - -w = 0 := by exact_mod_cast h0
        apply hg; unfold gap; linarith
      apply hp
      rw [← inv_smul_smul₀ hne (P p.1 * B * P p.2), e2, smul_zero]
    unfold component
    rw [Finset.sum_filter_of_ne (fun p _ => key p), Fintype.sum_prod_type]
    simp only [← Finset.mul_sum, ← Finset.sum_mul, h.complete, one_mul, mul_one]
  · intro hB
    have h1 := comm_component h ε B w
    rwa [hB] at h1

/-- Interaction picture: `U(-t) A U(t) = ∑_w exp(-i w t) A(w)` over the Bohr frequencies. -/
theorem interaction_picture (h : IsProjectorResolution P) (ε : ι → ℝ) (A : 𝒜) (t : ℝ) :
    propagator ε P (-t) * A * propagator ε P t
      = ∑ w ∈ bohrFreqs ε, Complex.exp (-(Complex.I * w * t)) • component ε P A w := by
  have hL : ∀ k, propagator ε P (-t) * P k
      = Complex.exp (-(Complex.I * (ε k : ℂ) * ((-t : ℝ) : ℂ))) • P k :=
    fun k => (spectralSum_mul_proj h _ k).1
  have hR : ∀ k, P k * propagator ε P t
      = Complex.exp (-(Complex.I * (ε k : ℂ) * (t : ℂ))) • P k :=
    fun k => (spectralSum_mul_proj h _ k).2
  have h0 : propagator ε P (-t) * A * propagator ε P t
      = propagator ε P (-t) * (∑ w ∈ bohrFreqs ε, component ε P A w) * propagator ε P t := by
    rw [sum_component h.complete]
  rw [h0, Finset.mul_sum, Finset.sum_mul]
  refine Finset.sum_congr rfl fun w _ => ?_
  unfold component
  rw [Finset.mul_sum, Finset.sum_mul, Finset.smul_sum]
  refine Finset.sum_congr rfl fun p hp => ?_
  have hw : gap ε p = w := (Finset.mem_filter.1 hp).2
  have e0 : propagator ε P (-t) * (P p.1 * A * P p.2) * propagator ε P t
      = propagator ε P (-t) * P p.1 * A * (P p.2 * propagator ε P t) := by
    simp only [mul_assoc]
  -- the two phases combine into the phase of the gap
  have e1 : -(Complex.I * (ε p.1 : ℂ) * ((-t : ℝ) : ℂ)) + -(Complex.I * (ε p.2 : ℂ) * (t : ℂ))
      = -(Complex.I * w * t) := by
    rw [← hw]; unfold gap; push_cast; ring
  rw [e0, hL, hR, smul_mul_assoc, smul_mul_assoc, mul_smul_comm, smul_smul,
    ← Complex.exp_add, e1]

/-- The projectors on the two basis states of a qubit. -/
def qubitP : Fin 2 → Matrix (Fin 2) (Fin 2) ℂ := ![!![1, 0; 0, 0], !![0, 0; 0, 1]]

/-- The Pauli matrix `σ_x`. -/
def sigmaX : Matrix (Fin 2) (Fin 2) ℂ := !![0, 1; 1, 0]

/-- The qubit projectors form a resolution, `σ_x` is Hermitian, and for levels `0, 1`
its component at frequency `1` is `|0⟩⟨1|`. -/
theorem qubit_witness : IsProjectorResolution qubitP ∧ star sigmaX = sigmaX ∧
    component ![0, 1] qubitP sigmaX 1 = !![0, 1; 0, 0] := by
  refine ⟨⟨fun k l hkl => ?_, fun k => ?_, ?_⟩, ?_, ?_⟩
  · fin_cases k <;> fin_cases l <;>
      first
        | exact absurd rfl hkl
        | (ext i j; fin_cases i <;> fin_cases j <;>
            simp [qubitP, Matrix.mul_apply, Fin.sum_univ_two])
  · fin_cases k <;> ext i j <;> fin_cases i <;> fin_cases j <;>
      simp [qubitP, Matrix.star_apply]
  · rw [Fin.sum_univ_two]
    ext i j; fin_cases i <;> fin_cases j <;> simp [qubitP]
  · ext i j; fin_cases i <;> fin_cases j <;> simp [sigmaX, Matrix.star_apply]
  · have hf : univ.filter (fun p : Fin 2 × Fin 2 => gap ![0, 1] p = 1) = {(0, 1)} := by
      ext ⟨i, j⟩
      rw [Finset.mem_filter, Finset.mem_singleton]
      fin_cases i <;> fin_cases j <;> simp [gap]
      norm_num
    rw [component, hf, Finset.sum_singleton]
    ext i j; fin_cases i <;> fin_cases j <;>
      simp [qubitP, sigmaX, Matrix.mul_apply, Fin.sum_univ_two]

end

end BohrDecomposition
```

```lean
#print axioms BohrDecomposition.bohr_decomposition
-- 'BohrDecomposition.bohr_decomposition' depends on axioms: [propext, Classical.choice, Quot.sound]
#print axioms BohrDecomposition.comm_eq_iff_component
-- 'BohrDecomposition.comm_eq_iff_component' depends on axioms: [propext, Classical.choice, Quot.sound]
#print axioms BohrDecomposition.interaction_picture
-- 'BohrDecomposition.interaction_picture' depends on axioms: [propext, Classical.choice, Quot.sound]
```

### Reading the proofs

`proj_mul_self` and `spectralSum_mul_proj` are steps 1 and 2: `Finset.sum_eq_single` picks out the one term that orthogonality leaves. `sum_component` is step 3 and takes only completeness as hypothesis. There `Finset.sum_fiberwise_of_maps_to` merges the sum over gaps and the sum over pairs with a given gap into one sum over all pairs, and the `simp only` line pulls the two projector sums out and sets them to 1.

`comm_component` is step 4. It compares the two sides block by block: `h1` extracts $\varepsilon_k$ on the left, `h2` extracts $\varepsilon_l$ on the right, and `h3` identifies their difference with $-w$. `star_component` is step 5 and needs only Hermitian $P_k$. The relabelling $(k,l) \mapsto (l,k)$ is `Equiv.prodComm ι ι`, for which `Finset.sum_equiv` asks two things: that the swap matches gap $w$ with gap $-w$, and that the terms agree. `comm_star_mul` is step 6, with `h1` the commutator of $A(w)^\dagger$ and `leibniz` the product rule. `bohr_decomposition` assembles these, using $A^\dagger = A$ only for the adjoint relation.

In `comm_eq_iff_component`, `key` says that a nonzero block has gap $w$: `e2` is the vanishing product above, `hne` shows the scalar is nonzero, and `inv_smul_smul₀` divides by it. `Finset.sum_filter_of_ne` then drops the restriction on pairs. `interaction_picture` inserts the sum rule (`h0`) and combines the two phases of each block through `e1` and `Complex.exp_add`. `qubit_witness` gives a concrete instance: with $P_0 = |0\rangle\langle 0|$, $P_1 = |1\rangle\langle 1|$, levels $\varepsilon_0 = 0$, $\varepsilon_1 = 1$ and $A = \sigma_x$, the hypotheses are met and $A(1) = |0\rangle\langle 1|$, the lowering operator.

### Remarks

The points below interpret the theorems and are not themselves part of the file. For a system with finitely many levels weakly coupled to a bath through a single operator $A$, the $A(w)$ are, up to rate factors, the jump operators of the secular master equation. Step 6 at $w' = w$ makes a Lamb-shift term built from products $A(w)^\dagger B(w)$ commute with $H$, where $B$ is $A$ itself or, if there are several coupling operators, another of them. On the ladder of the question, with $A = |0\rangle\langle 1| + |1\rangle\langle 2| + \text{h.c.}$ and levels $0, 1, 2$, one finds $A(1) = |0\rangle\langle 1| + |1\rangle\langle 2|$, and $A(1) \rho A(1)^\dagger$ keeps the cross term.

One could instead start from a Hermitian complex matrix $H$, take its eigenvalues and eigenvectors from the spectral theorem, and define $U(t)$ as the matrix exponential of $-iHt$. The projector resolution would then be derived, at the price of a finite-dimensional Hilbert space and of an extra proof that the exponential equals the spectral sum. In the file `propagator` is defined directly by that sum, so `interaction_picture` is a statement about the spectral form of $U(t)$.

In code one diagonalises $H = V \operatorname{diag}(\varepsilon) V^\dagger$ with unitary $V$, forms $\tilde A = V^\dagger A V$, keeps the entries $\tilde A_{kl}$ whose gap $\varepsilon_l - \varepsilon_k$ equals $w$, and transforms back. The theorems use exact equality of gaps, but numerically computed eigenvalues carry rounding errors, so two gaps that are equal in exact arithmetic can come out slightly different; binning the gaps with a tolerance $\delta$ keeps such pairs together, provided that no bin edge falls between them. If the bins partition the pairs, the components still add up to $A$, but $[H, A(w)] + w A(w)$ has eigenbasis entries $(\varepsilon_k - \varepsilon_l + w)\tilde A_{kl}$ on the kept pairs, of size up to $\delta |\tilde A_{kl}|$ when every gap in the bin lies within $\delta$ of $w$.
